# At exact Hartmann–Hahn matching, a continuous zero-mean coupling of period $T$ and magnitude at most $B$ transfers at most $(BT/4)^2$ within an isolated zero-quantum pair

## The coupling returns in every rotor period, so where does the transfer go?

I describe cross polarisation between two unlike spins by the two zero-quantum states alone, and let sample spinning enter only through a real coupling $b(t)$ that repeats every rotor period $T$. At exact centreband matching the two spins have equal nutation frequencies in their spin-lock fields, so the energy difference between the states vanishes and only $H(t)=\tfrac12 b(t)\,\sigma_x$ is left, in units with $\hbar=1$.

Nothing in this Hamiltonian competes with the transfer. If $b$ is constant and nonzero, polarisation has passed over completely at $t=\pi/|b|$. Under magic-angle spinning the coupling is just as strong at many instants, yet the transfer at this matching condition becomes small when I spin fast. Can't I make up for that with a longer contact time?

## The phase returns to zero after every rotor period

Let the propagator $U(t)$ be any matrix function that satisfies the Schrödinger equation with $U(0)=1$, rather than a rotation written down in advance. Its form then has to be derived, and the derivation answers your question: if the coupling averages to zero over a rotor period, as the dipolar coupling does at the magic angle, contact beyond one rotor period reaches no transfer that the first period does not already reach. The transfer depends only on the accumulated phase

$$\varphi(t)=\int_0^t b(\tau)\,d\tau ,$$

and a coupling with zero mean undoes in one part of the rotor period what it built up in another.

Number the two states 0 and 1, so that $U_{10}(t)$ is the amplitude for going from state 0 to state 1. Write $u=U_{00}$ and $v=U_{10}$. Since $\sigma_x$ exchanges the rows of $U$, the equation $iU'=\tfrac12 b\,\sigma_xU$ gives

$$u'=-\tfrac{i}{2}b\,v,\qquad v'=-\tfrac{i}{2}b\,u,\qquad u(0)=1,\quad v(0)=0 .$$

Set $c=\cos(\varphi/2)$ and $s=\sin(\varphi/2)$. Because $\varphi'=b$, we have $c'=-\tfrac12 b\,s$ and $s'=\tfrac12 b\,c$. Now transform the amplitude back by the accumulated rotation and differentiate:

$$(cu+isv)'=-\tfrac12 b\,su-\tfrac{i}{2}b\,cv+\tfrac{i}{2}b\,cv+\tfrac12 b\,su=0 .$$

So $cu+isv$ keeps its initial value 1. The same calculation with $u$ and $v$ exchanged shows that $cv+isu$ keeps its initial value 0. Combining the two,

$$v=(c^2+s^2)v=c\,(cv+isu)-is\,(cu+isv)=-is ,$$

and therefore

$$|U_{10}(t)|^2=\sin^2\frac{\varphi(t)}{2}.$$

Next comes periodicity. The integral of $b$ over any interval of length $T$ is the same, so $\varphi(t+T)=\varphi(t)+\varphi(T)$. Repeating this $n$ times from $t=0$ gives $\varphi(nT)=n\varphi(T)$, and the transfer after $n$ periods is $\sin^2(n\varphi(T)/2)$. If the mean of $b$ is not zero, this can build up from period to period. If the mean is zero, then $\varphi(T)=0$, the phase is itself periodic, and $U_{10}(nT)=0$ for every $n$.

Within a period the phase can still move away from zero, but not far. Let $|b|\le B$, and shift $t$ by whole periods to a time $y$ with $0\le y<T$. Integrating from the start of the period gives $|\varphi(y)|\le By$. Zero mean also gives $\varphi(y)=-\int_y^T b(\tau)\,d\tau$, so $|\varphi(y)|\le B(T-y)$. Adding the two bounds yields

$$|\varphi(t)|\le \frac{BT}{2}.$$

Finally, $\cos 2x\ge 1-2x^2$ and $\cos 2x=1-2\sin^2x$ give $\sin^2x\le x^2$. With $x=\varphi/2$,

$$|U_{10}(t)|^2\le\left(\frac{BT}{4}\right)^2\quad\text{at all times.}$$

For $BT=0.4$ this is one per cent, however long the contact. If $BT<2\pi$, then $|\varphi/2|<\pi/2$, the cosine of $\varphi/2$ is positive, and the transfer stays below 1.

### What the Lean statement assumes about spins and spinning

The definition `IsPropagator b U` says that `U 0 = 1` and that each entry of `U` has the derivative required by the Schrödinger equation at every real time. Unitarity is not assumed. The coupling `b : ℝ → ℝ` is an angular frequency, `sigmaX` is the Pauli matrix, and `phase b t` is $\varphi(t)$. The amplitude $U_{10}(t)$ is `U t 1 0`, and its squared norm is the transfer probability.

The main theorem, `centreband_matching_fails`, has these hypotheses on the coupling:

- `hb`: the coupling is continuous.
- `hT` and `hper`: it repeats with a positive period `T`, the rotor period when the spin-lock fields are constant.
- `hmean`: its integral over one period is zero. This stands for spinning at the magic angle, where the rotor average of the dipolar coupling vanishes. An isotropic scalar coupling would survive this average and is left out.
- `hB`: its magnitude never exceeds `B`.

For every `U` that satisfies `IsPropagator b U`, the conclusion has two parts: the bound $(BT/4)^2$ at all real times, and `U (n * T) 1 0 = 0` for every natural number `n`. The word "fails" in the theorem's name should be read through the bound. It forces the transfer to be small when $BT$ is small, which is the fast-spinning regime, and says nothing useful once $BT\ge4$. The separate theorem `transfer_incomplete` excludes complete transfer for $BT<2\pi$.

The zero mean matters: a constant nonzero $b$ has every positive $T$ as a period and reaches complete transfer at $t=\pi/|b|$, even when $BT$ is tiny.

The theorems take a propagator as given. That one exists is seen by differentiating $\cos(\varphi/2)\,1-i\sin(\varphi/2)\,\sigma_x$, a step that the file leaves out.

The physical model is an isolated pair with perfectly matched, constant fields. It has no double-quantum pair, no further spins, no relaxation and no mismatch term in $\sigma_z$, so matching on a spinning sideband needs a different Hamiltonian. For a simulation of this isolated two-state model with a zero-mean coupling, the result gives a simple check: the transfer must vanish at whole rotor periods, and output stored only at those times will miss whatever happens in between.

```lean
import Mathlib

open Complex

namespace SpinningCrossPolarisation

noncomputable section

/-- The Pauli matrix `σx` on the two zero-quantum states. -/
def sigmaX : Matrix (Fin 2) (Fin 2) ℂ := !![0, 1; 1, 0]

/-- `U` solves `i U' = (b(t)/2) σx U` with `U(0) = 1`, the derivative being taken
entry by entry. -/
def IsPropagator (b : ℝ → ℝ) (U : ℝ → Matrix (Fin 2) (Fin 2) ℂ) : Prop :=
  U 0 = 1 ∧ ∀ t i j,
    HasDerivAt (fun s => U s i j) (-I * ((b t / 2 : ℝ) : ℂ) * (sigmaX * U t) i j) t

/-- The phase accumulated by the coupling `b` from time `0` to time `t`. -/
def phase (b : ℝ → ℝ) (t : ℝ) : ℝ := ∫ s in (0 : ℝ)..t, b s

/-- Multiplication by `σx` from the left exchanges the two rows of a matrix. -/
lemma sigmaX_mul (M : Matrix (Fin 2) (Fin 2) ℂ) (j : Fin 2) :
    (sigmaX * M) 0 j = M 1 j ∧ (sigmaX * M) 1 j = M 0 j := by
  constructor <;> simp [sigmaX, Matrix.mul_apply, Fin.sum_univ_two]

/-- For a continuous coupling, the cosine and sine of half the phase change at the rate
`b/2` times minus the sine and the cosine. -/
lemma half_phase_deriv {b : ℝ → ℝ} (hb : Continuous b) (t : ℝ) :
    HasDerivAt (fun s => ((Real.cos (phase b s / 2) : ℝ) : ℂ))
      (-((Real.sin (phase b t / 2) : ℝ) : ℂ) * ((b t / 2 : ℝ) : ℂ)) t ∧
    HasDerivAt (fun s => ((Real.sin (phase b s / 2) : ℝ) : ℂ))
      (((Real.cos (phase b t / 2) : ℝ) : ℂ) * ((b t / 2 : ℝ) : ℂ)) t := by
  have h : HasDerivAt (phase b) (b t) t := (hb.integral_hasStrictDerivAt 0 t).hasDerivAt
  exact ⟨(h.div_const 2).cos.ofReal_comp.congr_deriv
      (by simp only [Complex.ofReal_mul, Complex.ofReal_neg]),
    (h.div_const 2).sin.ofReal_comp.congr_deriv (by simp only [Complex.ofReal_mul])⟩

/-- For a continuous coupling `b` with phase `φ`, if `u' = -i(b/2)v` and `v' = -i(b/2)u` at all
times, then `cos(φ/2) u + i sin(φ/2) v` always equals the initial value of `u`. -/
lemma amplitude_conserved {b : ℝ → ℝ} (hb : Continuous b) {u v : ℝ → ℂ}
    (hu : ∀ t, HasDerivAt u (-I * ((b t / 2 : ℝ) : ℂ) * v t) t)
    (hv : ∀ t, HasDerivAt v (-I * ((b t / 2 : ℝ) : ℂ) * u t) t) (t : ℝ) :
    ((Real.cos (phase b t / 2) : ℝ) : ℂ) * u t
      + I * ((Real.sin (phase b t / 2) : ℝ) : ℂ) * v t = u 0 := by
  have hd : ∀ t, HasDerivAt (fun s => ((Real.cos (phase b s / 2) : ℝ) : ℂ) * u s
      + I * ((Real.sin (phase b s / 2) : ℝ) : ℂ) * v s) 0 t := by
    intro t
    obtain ⟨hc, hs⟩ := half_phase_deriv hb t
    refine ((hc.fun_mul (hu t)).fun_add ((hs.const_mul I).fun_mul (hv t))).congr_deriv ?_
    linear_combination (-((Real.sin (phase b t / 2) : ℝ) : ℂ) * ((b t / 2 : ℝ) : ℂ) * u t)
      * Complex.I_sq
  have h := is_const_of_deriv_eq_zero (fun t => (hd t).differentiableAt)
    (fun t => (hd t).deriv) t 0
  simpa [phase] using h

/-- For a continuous coupling, the transfer probability is the squared sine of half the
accumulated phase. -/
theorem transfer_eq {b : ℝ → ℝ} (hb : Continuous b) {U : ℝ → Matrix (Fin 2) (Fin 2) ℂ}
    (hU : IsPropagator b U) (t : ℝ) : ‖U t 1 0‖ ^ 2 = Real.sin (phase b t / 2) ^ 2 := by
  have h0 : ∀ t, HasDerivAt (fun s => U s 0 0) (-I * ((b t / 2 : ℝ) : ℂ) * U t 1 0) t := by
    intro t
    have := hU.2 t 0 0
    rwa [(sigmaX_mul (U t) 0).1] at this
  have h1 : ∀ t, HasDerivAt (fun s => U s 1 0) (-I * ((b t / 2 : ℝ) : ℂ) * U t 0 0) t := by
    intro t
    have := hU.2 t 1 0
    rwa [(sigmaX_mul (U t) 0).2] at this
  -- undo the rotation to find the amplitude itself
  have h : U t 1 0 = -I * ((Real.sin (phase b t / 2) : ℝ) : ℂ) := by
    have hcs : ((Real.cos (phase b t / 2) : ℝ) : ℂ) ^ 2
        + ((Real.sin (phase b t / 2) : ℝ) : ℂ) ^ 2 = 1 := by
      rw [← Complex.ofReal_pow, ← Complex.ofReal_pow, ← Complex.ofReal_add,
        Real.cos_sq_add_sin_sq, Complex.ofReal_one]
    have hF := amplitude_conserved hb h0 h1 t
    have hG := amplitude_conserved hb h1 h0 t
    have hi : U 0 0 0 = 1 := by simp [hU.1]
    have hj : U 0 1 0 = 0 := by simp [hU.1]
    generalize ((Real.cos (phase b t / 2) : ℝ) : ℂ) = c at *
    generalize ((Real.sin (phase b t / 2) : ℝ) : ℂ) = s at *
    linear_combination c * hG - I * s * hF - U t 1 0 * hcs + s ^ 2 * U t 1 0 * Complex.I_sq
      + c * hj - I * s * hi
  rw [h, norm_mul, norm_neg, Complex.norm_I, one_mul, Complex.norm_real, Real.norm_eq_abs,
    sq_abs]

/-- For a continuous `T`-periodic coupling, one more period adds the phase of one period. -/
lemma phase_add_period {b : ℝ → ℝ} {T : ℝ} (hb : Continuous b) (hper : Function.Periodic b T)
    (t : ℝ) : phase b (t + T) = phase b t + phase b T := by
  unfold phase
  rw [← intervalIntegral.integral_add_adjacent_intervals (hb.intervalIntegrable 0 t)
    (hb.intervalIntegrable t (t + T)), hper.intervalIntegral_add_eq t 0, zero_add]

/-- For a continuous `T`-periodic coupling of any mean, the transfer probability after `n`
periods is the squared sine of `n` times half the phase of one period. -/
theorem transfer_after_periods {b : ℝ → ℝ} {T : ℝ} (hb : Continuous b)
    (hper : Function.Periodic b T) {U : ℝ → Matrix (Fin 2) (Fin 2) ℂ}
    (hU : IsPropagator b U) (n : ℕ) :
    ‖U (n * T) 1 0‖ ^ 2 = Real.sin (n * (phase b T / 2)) ^ 2 := by
  have h : phase b (n * T) = n * phase b T := by
    induction n with
    | zero => simp [phase]
    | succ n ih =>
      rw [Nat.cast_succ, add_mul, one_mul, phase_add_period hb hper, ih]
      ring
  rw [transfer_eq hb hU, h, mul_div_assoc]

/-- A continuous `T`-periodic coupling (`T > 0`) with zero mean and `|b| ≤ B` never accumulates
a phase larger than `BT/2` in magnitude. -/
lemma abs_phase_le {b : ℝ → ℝ} {T B : ℝ} (hb : Continuous b) (hT : 0 < T)
    (hper : Function.Periodic b T) (hmean : ∫ s in (0 : ℝ)..T, b s = 0)
    (hB : ∀ t, |b t| ≤ B) (t : ℝ) : |phase b t| ≤ B * T / 2 := by
  have hp : Function.Periodic (phase b) T := fun s => by
    rw [phase_add_period hb hper, show phase b T = 0 from hmean, add_zero]
  obtain ⟨y, hy, hty⟩ := hp.exists_mem_Ico₀ hT t
  rw [hty]
  -- bound the phase from the start and from the end of the period
  have hn : ∀ a c : ℝ, |∫ s in a..c, b s| ≤ B * |c - a| := by
    intro a c
    have h : ‖∫ s in a..c, b s‖ ≤ B * |c - a| :=
      intervalIntegral.norm_integral_le_of_norm_le_const
        (fun x _ => by rw [Real.norm_eq_abs]; exact hB x)
    rwa [Real.norm_eq_abs] at h
  have h1 : |phase b y| ≤ B * |y - 0| := hn 0 y
  have h2 : |∫ s in y..T, b s| ≤ B * |T - y| := hn y T
  have h3 : phase b y + ∫ s in y..T, b s = 0 := by
    rw [← hmean]
    exact intervalIntegral.integral_add_adjacent_intervals (hb.intervalIntegrable 0 y)
      (hb.intervalIntegrable y T)
  rw [← neg_eq_of_add_eq_zero_right h3, abs_neg, abs_of_pos (sub_pos.2 hy.2)] at h2
  rw [sub_zero, abs_of_nonneg hy.1] at h1
  linarith

/-- At exact centreband matching, a continuous `T`-periodic coupling (`T > 0`) with zero mean
and `|b| ≤ B` gives a transfer probability of at most `(BT/4)²`, and no transfer after any
whole number of periods. -/
theorem centreband_matching_fails {b : ℝ → ℝ} {T B : ℝ} (hb : Continuous b) (hT : 0 < T)
    (hper : Function.Periodic b T) (hmean : ∫ s in (0 : ℝ)..T, b s = 0)
    (hB : ∀ t, |b t| ≤ B) {U : ℝ → Matrix (Fin 2) (Fin 2) ℂ} (hU : IsPropagator b U) :
    (∀ t, ‖U t 1 0‖ ^ 2 ≤ (B * T / 4) ^ 2) ∧ ∀ n : ℕ, U (n * T) 1 0 = 0 := by
  constructor
  · intro t
    rw [transfer_eq hb hU]
    have hp := abs_le.1 (abs_phase_le hb hT hper hmean hB t)
    -- sin² x ≤ x², from the quadratic lower bound on cos 2x
    have hsin : Real.sin (phase b t / 2) ^ 2 ≤ (phase b t / 2) ^ 2 := by
      have h1 := Real.one_sub_sq_div_two_le_cos (x := 2 * (phase b t / 2))
      have h2 := Real.cos_two_mul (phase b t / 2)
      have h3 := Real.sin_sq_add_cos_sq (phase b t / 2)
      nlinarith
    exact hsin.trans (sq_le_sq' (by linarith [hp.1]) (by linarith [hp.2]))
  · intro n
    have h := transfer_after_periods hb hper hU n
    rw [show phase b T = 0 from hmean] at h
    simpa using h

/-- For a continuous `T`-periodic coupling (`T > 0`) with zero mean and `|b| ≤ B`, the transfer
is incomplete at all times if `BT < 2π`. -/
theorem transfer_incomplete {b : ℝ → ℝ} {T B : ℝ} (hb : Continuous b) (hT : 0 < T)
    (hper : Function.Periodic b T) (hmean : ∫ s in (0 : ℝ)..T, b s = 0)
    (hB : ∀ t, |b t| ≤ B) (hfast : B * T < 2 * Real.pi)
    {U : ℝ → Matrix (Fin 2) (Fin 2) ℂ} (hU : IsPropagator b U) (t : ℝ) :
    ‖U t 1 0‖ ^ 2 < 1 := by
  rw [transfer_eq hb hU]
  have hp := abs_le.1 (abs_phase_le hb hT hper hmean hB t)
  have hc : 0 < Real.cos (phase b t / 2) :=
    Real.cos_pos_of_mem_Ioo ⟨by linarith [hp.1], by linarith [hp.2]⟩
  nlinarith [Real.sin_sq_add_cos_sq (phase b t / 2), pow_pos hc 2]

end

end SpinningCrossPolarisation
```

```lean
#print axioms SpinningCrossPolarisation.centreband_matching_fails
-- 'SpinningCrossPolarisation.centreband_matching_fails' depends on axioms: [propext, Classical.choice, Quot.sound]
#print axioms SpinningCrossPolarisation.transfer_incomplete
-- 'SpinningCrossPolarisation.transfer_incomplete' depends on axioms: [propext, Classical.choice, Quot.sound]
```

### From conserved amplitudes to the bound in Lean

`sigmaX_mul` is the exchange of rows. `half_phase_deriv` supplies $c'$ and $s'$: the fundamental theorem of calculus gives $\varphi'=b$, which is where continuity enters, and the chain rule does the rest.

`amplitude_conserved` is the back-transformation. It is stated for any two functions `u` and `v` that obey the coupled equations, so it can be applied again with their roles exchanged. The product rule produces the four terms written above, and `linear_combination` cancels them using $i^2=-1$. Then `is_const_of_deriv_eq_zero` turns the zero derivative into a constant value.

In `transfer_eq`, the facts `h0` and `h1` are the two equations for the first column of $U$. The two conserved quantities appear as `hF` and `hG`, and a second `linear_combination` solves them for $U_{10}=-is$, with $c^2+s^2=1$ provided by `hcs`. Taking the norm removes the factor $-i$.

`phase_add_period` splits the integral at $t$ and uses periodicity to move the second part to the interval from 0 to $T$. `transfer_after_periods` obtains $\varphi(nT)=n\varphi(T)$ by induction on `n` and inserts it into `transfer_eq`. Neither result needs a zero mean.

`abs_phase_le` first shows that the phase is periodic, then uses `exists_mem_Ico₀` to find the time $y$ in $[0,T)$ with the same phase. The general estimate `hn` yields the bound from the start of the period, `h1`, and the one from its end, `h2`. The identity `h3` says that the two partial integrals add to zero, so `h2` can be rewritten as a bound on the same phase, and `linarith` adds the two inequalities.

The first half of `centreband_matching_fails` derives $\sin^2x\le x^2$ from the quadratic lower bound on the cosine and the double-angle formula, then squares the phase bound with `sq_le_sq'`. The second half puts $\varphi(T)=0$ into `transfer_after_periods`: the squared norm is zero, hence so is the amplitude. `transfer_incomplete` uses the same phase bound to place $\varphi/2$ strictly between $-\pi/2$ and $\pi/2$, where the cosine is positive, and concludes from $\sin^2+\cos^2=1$.
